# Correlation-energy bounds on a finite lattice for a convex adiabatic-connection integrand

To define the adiabatic-connection integrand on a lattice, we choose one minimising state $\psi(s)$ for each coupling $s\in[0,1]$. If the minimiser is degenerate, any choice is allowed, and $\psi(s)$ need not be continuous in $s$. The trial states are normalised complex vectors over a finite basis with a prescribed site density $\rho$. Among them, $\psi(s)$ minimises the expectation of $T+sV$, where $T$ is the kinetic (hopping) operator and $V$ the interaction. The external potential is left out because its energy is the same for all states of density $\rho$.

Write $\langle A\rangle_s$ for the expectation of $A$ in $\psi(s)$, and set $W(s)=\langle V\rangle_s$. Define

$$E_c=\int_0^1\bigl(W(s)-W(0)\bigr)\,ds,\qquad U_c=W(1)-W(0),\qquad T_c=E_c-U_c .$$

If $W$ is convex on $[0,1]$, then

$$U_c\le E_c\le \tfrac12U_c\le 0,\qquad 0\le T_c\le |E_c| .$$

Convexity is assumed. Physically, it says that the rate at which the interaction energy falls never increases as the coupling grows. That $W$ is nonincreasing follows from the variational principle. The bounds hold for any choice of minimisers that makes $W$ convex, but if the minimiser at $s=0$ is degenerate, the value of $E_c$ can depend on the one chosen there.

## From trial states to the bounds

Let $F(s)=\langle T\rangle_s+sW(s)$ be the minimal energy at coupling $s$. Since $\psi(u)$ is a valid trial state at coupling $v$,

$$F(v)\le \langle T\rangle_u+vW(u)=F(u)+(v-u)W(u).$$

Exchanging $u$ and $v$ gives $F(u)\le F(v)+(u-v)W(v)$. The sum of the two inequalities is $0\le (v-u)(W(u)-W(v))$, so $W(v)\le W(u)$ whenever $u<v$.

Convexity places $W$ below its chord, $W(s)\le(1-s)W(0)+sW(1)$, and monotonicity places it above $W(1)$. Hence

$$U_c\le W(s)-W(0)\le sU_c .$$

Integration over $[0,1]$ gives $U_c\le E_c\le U_c/2$, and $U_c\le0$ by monotonicity. Therefore $T_c=E_c-U_c\ge0$. From $2E_c\le U_c$ we also get $T_c\le -E_c=|E_c|$.

The name "kinetic" for $T_c$ is justified without convexity. The two trial-state inequalities combine into

$$(v-u)W(v)\le F(v)-F(u)\le (v-u)W(u).$$

Since $W$ is monotone, it is bounded by $|W(0)|+|W(1)|$, so $F$ is Lipschitz. The same inequalities give

$$|F(v)-F(u)-(v-u)W(u)|\le |v-u|\,|W(v)-W(u)|,$$

so $F'(u)=W(u)$ wherever $W$ is continuous. A monotone function has at most countably many discontinuities, and thus $\int_0^1W\,ds=F(1)-F(0)$. Consequently

$$E_c=F(1)-F(0)-W(0)=\langle T\rangle_1-\langle T\rangle_0+U_c,$$

which means $T_c=\langle T\rangle_1-\langle T\rangle_0$.

## States, densities and energies in Lean

The finite type `ι` labels basis states and `L` labels sites.

```lean
import Mathlib

open Matrix Set MeasureTheory

namespace AdiabaticConnection

noncomputable section

variable {ι L : Type*} [Fintype ι]
```

Operators are complex matrices. Taking the real part makes every expectation a real number, so the theorems need no Hermiticity assumption; for physical operators the real part changes nothing.

```lean
/-- Real part of the expectation value of the operator `A` in the state `ψ`. -/
def expect (A : Matrix ι ι ℂ) (ψ : ι → ℂ) : ℝ := (star ψ ⬝ᵥ (A *ᵥ ψ)).re
```

The site-occupation operators are assumed to have no matrix elements between different basis states. The density is then the average of the occupations `occ c i`, weighted by the probabilities $|\psi_c|^2$.

```lean
/-- `ψ` is normalised and has site density `ρ`, where `occ c i` is the occupation of site `i`
in the basis state `c`. -/
def HasDensity (occ : ι → L → ℝ) (ρ : L → ℝ) (ψ : ι → ℂ) : Prop :=
  ∑ c, ‖ψ c‖ ^ 2 = 1 ∧ ∀ i, ∑ c, occ c i * ‖ψ c‖ ^ 2 = ρ i
```

The minimisation runs over pure states only, not over ensembles. The existence of a minimiser is part of the hypothesis.

```lean
/-- `ψ` minimises the expectation of `T + s V` among the states of density `ρ`. -/
def IsMinimiser (occ : ι → L → ℝ) (ρ : L → ℝ) (T V : Matrix ι ι ℂ) (s : ℝ)
    (ψ : ι → ℂ) : Prop :=
  HasDensity occ ρ ψ ∧ ∀ φ, HasDensity occ ρ φ →
    expect (T + (s : ℂ) • V) ψ ≤ expect (T + (s : ℂ) • V) φ
```

The integrand takes a path of states, while the three energies are defined for any real function `W`.

```lean
/-- The adiabatic connection integrand: the interaction energy along a path of states. -/
def integrand (V : Matrix ι ι ℂ) (ψ : ℝ → ι → ℂ) (s : ℝ) : ℝ := expect V (ψ s)

/-- Correlation energy: the integral of `W s - W 0` over the coupling strength. -/
def Ec (W : ℝ → ℝ) : ℝ := ∫ s in (0 : ℝ)..1, (W s - W 0)

/-- Interaction part of the correlation energy, at full coupling. -/
def Uc (W : ℝ → ℝ) : ℝ := W 1 - W 0

/-- Kinetic part of the correlation energy, as the remainder `Ec - Uc`. -/
def Tc (W : ℝ → ℝ) : ℝ := Ec W - Uc W
```

Linearity in the coupling splits the energy into its kinetic and interaction parts.

```lean
/-- The expectation of `T + s V` is the kinetic energy plus `s` times the interaction energy. -/
theorem expect_coupling (T V : Matrix ι ι ℂ) (s : ℝ) (ψ : ι → ℂ) :
    expect (T + (s : ℂ) • V) ψ = expect T ψ + s * expect V ψ := by
  simp [expect, Matrix.add_mulVec, Matrix.smul_mulVec, dotProduct_add, dotProduct_smul]
```

## The inequalities for a general integrand

The next theorem concerns real functions alone and assumes both properties of $W$. Monotonicity supplies integrability. In the proof, `lower` integrates the comparison with $W(1)$ and `upper` the comparison with the chord, both through `integral_mono_on`.

```lean
/-- For a convex nonincreasing integrand, `Uc ≤ Ec ≤ Uc / 2 ≤ 0` and `0 ≤ Tc ≤ |Ec|`. -/
theorem correlation_bounds {W : ℝ → ℝ} (hc : ConvexOn ℝ (Icc 0 1) W)
    (ha : AntitoneOn W (Icc 0 1)) :
    (Uc W ≤ Ec W ∧ Ec W ≤ Uc W / 2 ∧ Uc W / 2 ≤ 0) ∧ 0 ≤ Tc W ∧ Tc W ≤ |Ec W| := by
  have m0 : (0 : ℝ) ∈ Icc (0 : ℝ) 1 := by simp
  have m1 : (1 : ℝ) ∈ Icc (0 : ℝ) 1 := by simp
  have hi : IntervalIntegrable W volume 0 1 :=
    AntitoneOn.intervalIntegrable (by rwa [uIcc_of_le zero_le_one])
  have hi' : IntervalIntegrable (fun s => W s - W 0) volume 0 1 :=
    hi.sub intervalIntegrable_const
  have hU : Uc W ≤ 0 := sub_nonpos.2 (ha m0 m1 zero_le_one)
  -- the integrand lies above its value at full coupling
  have lower : Uc W ≤ Ec W := by
    have h := intervalIntegral.integral_mono_on (zero_le_one' ℝ)
      (intervalIntegrable_const (c := Uc W)) hi'
      (fun s hs => sub_le_sub_right (ha hs m1 hs.2) (W 0))
    simpa [Ec] using h
  -- the integrand lies below its chord
  have upper : Ec W ≤ Uc W / 2 := by
    have hcont : Continuous (fun s : ℝ => s * Uc W) := by fun_prop
    have hl : IntervalIntegrable (fun s : ℝ => s * Uc W) volume 0 1 :=
      hcont.intervalIntegrable 0 1
    have h := intervalIntegral.integral_mono_on (zero_le_one' ℝ) hi' hl
      (fun s hs => by
        have h := hc.2 m0 m1 (sub_nonneg.2 hs.2) hs.1 (by ring)
        simp only [smul_eq_mul, mul_zero, mul_one, zero_add] at h
        show W s - W 0 ≤ s * (W 1 - W 0)
        linarith)
    rw [intervalIntegral.integral_mul_const, integral_id] at h
    unfold Ec
    linarith
  refine ⟨⟨lower, upper, by linarith⟩, sub_nonneg.2 lower, ?_⟩
  have h := neg_le_abs (Ec W)
  unfold Tc
  linarith
```

A straight line of slope $b\le0$ satisfies the hypotheses and turns $E_c\le U_c/2$ and $T_c\le|E_c|$ into equalities, so neither constant can be improved for general $W$. The identities $E_c=U_c/2$ and $T_c=-E_c$ hold for every slope.

```lean
/-- For a straight-line integrand, `Ec = Uc / 2` and `Tc = -Ec`. -/
theorem linear_integrand (a b : ℝ) :
    Ec (fun s => a + s * b) = Uc (fun s => a + s * b) / 2 ∧
      Tc (fun s => a + s * b) = -Ec (fun s => a + s * b) := by
  have h : Ec (fun s => a + s * b) = b / 2 := by
    have e : ∀ s : ℝ, a + s * b - (a + 0 * b) = s * b := fun s => by ring
    simp only [Ec, e]
    rw [intervalIntegral.integral_mul_const, integral_id]
    ring
  constructor
  · rw [h, Uc]; ring
  · rw [Tc, h, Uc]; ring
```

## Monotonicity and the kinetic energy from minimisation

Here `h1` and `h2` are the two trial-state inequalities, and `nlinarith` derives a contradiction from them if $W$ were to increase.

```lean
variable {occ : ι → L → ℝ} {ρ : L → ℝ} {T V : Matrix ι ι ℂ} {ψ : ℝ → ι → ℂ}

/-- Along a path of constrained minimisers the interaction energy does not increase with the
coupling strength. -/
theorem integrand_antitone (h : ∀ s ∈ Icc (0 : ℝ) 1, IsMinimiser occ ρ T V s (ψ s)) :
    AntitoneOn (integrand V ψ) (Icc 0 1) := by
  intro u hu v hv huv
  rcases huv.eq_or_lt with rfl | hlt
  · exact le_rfl
  -- each minimiser is a trial state for the other coupling
  have h1 := (h u hu).2 _ (h v hv).1
  have h2 := (h v hv).2 _ (h u hu).1
  simp only [expect_coupling] at h1 h2
  unfold integrand
  by_contra hn
  nlinarith [mul_pos (sub_pos.2 hlt) (sub_pos.2 (not_le.1 hn))]
```

In the next proof, `key` is the one-sided inequality for $F$, `lip` the Lipschitz bound, and `hint` the integral of $W$. The last of these uses a form of the fundamental theorem of calculus that tolerates a countable exceptional set.

```lean
/-- Coupling-constant integration: `Tc` is the kinetic energy at full coupling minus the kinetic
energy at zero coupling. -/
theorem Tc_eq_kinetic (h : ∀ s ∈ Icc (0 : ℝ) 1, IsMinimiser occ ρ T V s (ψ s)) :
    Tc (integrand V ψ) = expect T (ψ 1) - expect T (ψ 0) := by
  have ha := integrand_antitone h
  set W := integrand V ψ with hW
  let F : ℝ → ℝ := fun s => expect T (ψ s) + s * W s
  have m0 : (0 : ℝ) ∈ Icc (0 : ℝ) 1 := by simp
  have m1 : (1 : ℝ) ∈ Icc (0 : ℝ) 1 := by simp
  have key : ∀ u ∈ Icc (0 : ℝ) 1, ∀ v ∈ Icc (0 : ℝ) 1, F v - F u ≤ (v - u) * W u := by
    intro u hu v hv
    have h2 := (h v hv).2 _ (h u hu).1
    simp only [expect_coupling] at h2
    simp only [F, hW, integrand]
    linarith
  have hi : IntervalIntegrable W volume 0 1 :=
    AntitoneOn.intervalIntegrable (by rwa [uIcc_of_le zero_le_one])
  -- the minimal energy is Lipschitz in the coupling
  have hM : 0 ≤ |W 0| + |W 1| := by positivity
  have lip : ∀ u ∈ Icc (0 : ℝ) 1, ∀ v ∈ Icc (0 : ℝ) 1,
      F v - F u ≤ (|W 0| + |W 1|) * |v - u| := by
    intro u hu v hv
    have hb : |W u| ≤ |W 0| + |W 1| := abs_le.2
      ⟨by linarith [ha hu m1 hu.2, neg_abs_le (W 1), abs_nonneg (W 0)],
        by linarith [ha m0 hu hu.1, le_abs_self (W 0), abs_nonneg (W 1)]⟩
    calc F v - F u ≤ (v - u) * W u := key u hu v hv
      _ ≤ |(v - u) * W u| := le_abs_self _
      _ = |W u| * |v - u| := by rw [abs_mul, mul_comm]
      _ ≤ _ := mul_le_mul_of_nonneg_right hb (abs_nonneg _)
  have hF : ContinuousOn F (Icc 0 1) :=
    (LipschitzOnWith.of_dist_le_mul (K := ⟨|W 0| + |W 1|, hM⟩) (fun u hu v hv => by
      rw [Real.dist_eq, Real.dist_eq]
      exact abs_sub_le_iff.2 ⟨lip v hv u hu, abs_sub_comm u v ▸ lip u hu v hv⟩)).continuousOn
  -- its derivative is `W` wherever `W` is continuous
  have hint : ∫ s in (0 : ℝ)..1, W s = F 1 - F 0 := by
    refine integral_eq_of_hasDerivAt_off_countable_of_le F W zero_le_one
      ha.countable_not_continuousWithinAt hF (fun x hx => ?_) hi
    have hxI := Ioo_subset_Icc_self hx.1
    have hn : Icc (0 : ℝ) 1 ∈ nhds x := Icc_mem_nhds hx.1.1 hx.1.2
    have hcont : ContinuousAt W x := by
      by_contra hne
      exact hx.2 ⟨hxI, fun hw => hne (hw.continuousAt hn)⟩
    rw [hasDerivAt_iff_isLittleO, Asymptotics.isLittleO_iff]
    intro c hc
    filter_upwards [hn, hcont.eventually (Metric.ball_mem_nhds _ hc)] with v hv hvc
    have hd : |W v - W x| < c := by simpa [Real.dist_eq] using hvc
    have h1 := key x hxI v hv
    have h2 := key v hv x hxI
    have h3 := neg_abs_le ((v - x) * (W v - W x))
    rw [abs_mul] at h3
    have h4 := mul_le_mul_of_nonneg_left hd.le (abs_nonneg (v - x))
    rw [smul_eq_mul, Real.norm_eq_abs, Real.norm_eq_abs, abs_of_nonpos (by linarith)]
    linarith
  have hE : Ec W = F 1 - F 0 - W 0 := by
    unfold Ec
    rw [intervalIntegral.integral_sub hi intervalIntegrable_const, hint]
    simp
  rw [Tc, hE, Uc]
  simp only [F]
  ring
```

For lattice minimisers, convexity is then the only further hypothesis needed for the bounds.

```lean
/-- On a finite lattice, if the interaction energy of the constrained minimisers is convex in the
coupling, then `Uc ≤ Ec ≤ Uc / 2 ≤ 0` and `0 ≤ Tc ≤ |Ec|`. -/
theorem lattice_correlation_bounds
    (h : ∀ s ∈ Icc (0 : ℝ) 1, IsMinimiser occ ρ T V s (ψ s))
    (hc : ConvexOn ℝ (Icc 0 1) (integrand V ψ)) :
    (Uc (integrand V ψ) ≤ Ec (integrand V ψ) ∧
      Ec (integrand V ψ) ≤ Uc (integrand V ψ) / 2 ∧ Uc (integrand V ψ) / 2 ≤ 0) ∧
      0 ≤ Tc (integrand V ψ) ∧ Tc (integrand V ψ) ≤ |Ec (integrand V ψ)| :=
  correlation_bounds hc (integrand_antitone h)
```

## A Hubbard dimer that satisfies the hypotheses

The symmetric two-site Hubbard model with two electrons, hopping $1/2$ and repulsion $2$ has a covalent singlet and an even ionic singlet. In this basis

$$T+sV=\begin{pmatrix}0&-1\\-1&2s\end{pmatrix}.$$

```lean
/-- Hopping of the symmetric Hubbard dimer between its covalent and even ionic singlets. -/
def dimerT : Matrix (Fin 2) (Fin 2) ℂ := !![0, -1; -1, 0]

/-- On-site repulsion of the dimer in the same basis. -/
def dimerV : Matrix (Fin 2) (Fin 2) ℂ := !![0, 0; 0, 2]
```

With $r=\sqrt{1+s^2}-s$, the lowest eigenvalue is $-r$ and its normalised eigenvector is $(1,r)/\sqrt{1+r^2}$.

```lean
/-- Ratio of the ionic to the covalent amplitude at coupling `s`. -/
def ratio (s : ℝ) : ℝ := √(1 + s ^ 2) - s

/-- Normalised dimer state with amplitudes in the proportion `1 : ratio s`. -/
def dimerState (s : ℝ) : Fin 2 → ℂ :=
  ![((1 / √(1 + ratio s ^ 2) : ℝ) : ℂ), ((ratio s / √(1 + ratio s ^ 2) : ℝ) : ℂ)]
```

Since $1+r^2=2r\sqrt{1+s^2}$, the interaction energy is $W(s)=2r^2/(1+r^2)=1-s/\sqrt{1+s^2}$.

```lean
/-- The interaction energy of the dimer state is `1 - s / √(1 + s²)`. -/
theorem dimer_integrand (s : ℝ) : integrand dimerV dimerState s = 1 - s / √(1 + s ^ 2) := by
  have hr : 0 < √(1 + s ^ 2) := by positivity
  have hr2 : √(1 + s ^ 2) ^ 2 = 1 + s ^ 2 := Real.sq_sqrt (by positivity)
  have hq : √(1 + ratio s ^ 2) ^ 2 = 1 + ratio s ^ 2 := Real.sq_sqrt (by positivity)
  have e : integrand dimerV dimerState s = 2 * (ratio s ^ 2 / √(1 + ratio s ^ 2) ^ 2) := by
    simp only [integrand, expect, dimerV, dimerState, Matrix.mulVec, dotProduct,
      Fin.sum_univ_two, Pi.star_apply]
    simp [-Complex.ofReal_div]
    ring
  have hd : (1 : ℝ) + ratio s ^ 2 ≠ 0 := by positivity
  have e2 : 1 - s / √(1 + s ^ 2) = ratio s / √(1 + s ^ 2) := by
    rw [ratio, sub_div, div_self hr.ne']
  rw [e, hq, e2, ← mul_div_assoc, div_eq_div_iff hd hr.ne']
  unfold ratio
  linear_combination (√(1 + s ^ 2) - s) * hr2
```

Every normalised state in this two-state sector has density one per site, so `occ` is constantly 1; for the ionic singlet this is a mean occupation. The search is confined to the sector. Minimality follows by completing the square: for a normalised trial state $\varphi$ with energy $E(\varphi)$, the relation $r^2+2sr=1$ gives

$$r\bigl(E(\varphi)+r\bigr)=|r\varphi_0-\varphi_1|^2\ge0 .$$

Convexity follows because $W'(s)=-(1+s^2)^{-3/2}$ increases for $s\ge0$.

```lean
/-- The dimer states minimise the energy at density one per site for every coupling in `[0,1]`,
and their interaction energy is convex there. -/
theorem lattice_correlation_bounds_witness :
    (∀ s ∈ Icc (0 : ℝ) 1, IsMinimiser (fun _ _ : Fin 2 => (1 : ℝ)) (fun _ => 1)
      dimerT dimerV s (dimerState s)) ∧
    ConvexOn ℝ (Icc 0 1) (integrand dimerV dimerState) := by
  constructor
  · intro s _
    have hr2 : √(1 + s ^ 2) ^ 2 = 1 + s ^ 2 := Real.sq_sqrt (by positivity)
    have hq : ratio s ^ 2 + 2 * s * ratio s = 1 := by
      unfold ratio
      linear_combination hr2
    have hpos : 0 < ratio s := sub_pos.2 (Real.lt_sqrt_of_sq_lt (by linarith))
    have en : ∀ φ : Fin 2 → ℂ, expect (dimerT + (s : ℂ) • dimerV) φ =
        -2 * ((φ 0).re * (φ 1).re + (φ 0).im * (φ 1).im)
          + 2 * s * ((φ 1).re ^ 2 + (φ 1).im ^ 2) := by
      intro φ
      rw [expect_coupling]
      simp [expect, dimerT, dimerV, Matrix.mulVec, dotProduct, Fin.sum_univ_two]
      ring
    have hc : (1 / √(1 + ratio s ^ 2)) ^ 2 * (1 + ratio s ^ 2) = 1 := by
      rw [div_pow, Real.sq_sqrt (by positivity)]
      field_simp
    have hn : ∑ c, ‖dimerState s c‖ ^ 2 = 1 := by
      simp only [Fin.sum_univ_two, Complex.sq_norm, Complex.normSq_apply, dimerState,
        Matrix.cons_val_zero, Matrix.cons_val_one, Complex.ofReal_re, Complex.ofReal_im]
      linear_combination hc
    refine ⟨⟨hn, fun _ => by simpa using hn⟩, fun φ hφ => ?_⟩
    -- the minimal energy is `-ratio s`
    have e0 : expect (dimerT + (s : ℂ) • dimerV) (dimerState s) = -ratio s := by
      rw [en]
      simp only [dimerState, Matrix.cons_val_zero, Matrix.cons_val_one,
        Complex.ofReal_re, Complex.ofReal_im]
      linear_combination (-ratio s) * hc +
        ratio s * (1 / √(1 + ratio s ^ 2)) ^ 2 * hq
    have hN := hφ.1
    simp only [Fin.sum_univ_two, Complex.sq_norm, Complex.normSq_apply] at hN
    rw [e0, en]
    -- completing the square
    refine le_of_mul_le_mul_left ?_ hpos
    have sq1 := sq_nonneg (ratio s * (φ 0).re - (φ 1).re)
    have sq2 := sq_nonneg (ratio s * (φ 0).im - (φ 1).im)
    linear_combination sq1 + sq2 + ratio s ^ 2 * hN
      - ((φ 1).re ^ 2 + (φ 1).im ^ 2) * hq
  · rw [show integrand dimerV dimerState = fun s => 1 - s / √(1 + s ^ 2) from
      funext dimer_integrand]
    have hd : ∀ s : ℝ, HasDerivAt (fun s : ℝ => 1 - s / √(1 + s ^ 2))
        (-(1 / √(1 + s ^ 2) ^ 3)) s := by
      intro s
      have hr : √(1 + s ^ 2) ≠ 0 := by positivity
      have hr2 : √(1 + s ^ 2) ^ 2 = 1 + s ^ 2 := Real.sq_sqrt (by positivity)
      have h1 : HasDerivAt (fun t : ℝ => 1 + t ^ 2) (2 * s) s := by
        simpa using (hasDerivAt_pow 2 s).const_add 1
      have h2 := h1.sqrt (by positivity)
      refine (((hasDerivAt_id' s).fun_div h2 hr).const_sub 1).congr_deriv ?_
      generalize √(1 + s ^ 2) = r at hr hr2
      have e : 1 * r - s * (2 * s / (2 * r)) = 1 / r := by
        field_simp
        linarith
      rw [e]
      field_simp
    refine MonotoneOn.convexOn_of_deriv (convex_Icc 0 1)
      (fun s _ => (hd s).continuousAt.continuousWithinAt)
      (fun s _ => (hd s).differentiableAt.differentiableWithinAt) ?_
    intro s hs t _ hst
    rw [interior_Icc] at hs
    have hs0 : 0 ≤ s := hs.1.le
    rw [(hd s).deriv, (hd t).deriv]
    apply neg_le_neg
    gcongr

end

end AdiabaticConnection
```

```lean
#print axioms AdiabaticConnection.linear_integrand
#print axioms AdiabaticConnection.Tc_eq_kinetic
#print axioms AdiabaticConnection.lattice_correlation_bounds
```

```
'AdiabaticConnection.linear_integrand' depends on axioms: [propext, Classical.choice, Quot.sound]
'AdiabaticConnection.Tc_eq_kinetic' depends on axioms: [propext, Classical.choice, Quot.sound]
'AdiabaticConnection.lattice_correlation_bounds' depends on axioms: [propext, Classical.choice, Quot.sound]
```

## The chord as a quadrature rule

For a lattice model small enough that the constrained minimisers can be computed, and with $W$ convex, the bounds serve as a consistency check on the correlation energy. One finds $\psi(s)$ at several couplings, records $W(s)$, and integrates $W(s)-W(0)$ numerically. The trapezoidal rule with only the two endpoints returns $U_c/2$, which is therefore an upper bound on $E_c$.

For the dimer, direct integration gives $E_c=1-\sqrt2\approx-0.414$, while the two-point rule gives $-0.354$. Comparing $E_c-U_c$ with the separately computed $\langle T\rangle_1-\langle T\rangle_0$ gives a further check, since the two agree for exact minimisers and exact quadrature. Agreement alone does not show that the states are minimisers: a state kept fixed for all $s$ gives zero for both. For the dimer both equal $1-1/\sqrt2\approx0.293$.
